# For even n ≥ 2, no weights on the nodes 0, …, n integrate every polynomial of degree at most n + 2 exactly over [0, n]

Let \(n\ge 2\) be even. Whatever real weights \(w_0,\dots,w_n\) are chosen, the rule \(\sum_j w_j\,p(j)\) differs from \(\int_0^n p(t)\,dt\) for some real polynomial \(p\) of degree at most \(n+2\). The reason is a sign property of the node product and its integral,

\[
\Pi(t)=\prod_{j=0}^{n}(t-j),\qquad W(x)=\int_0^x \Pi(t)\,dt,
\]

namely \(W(x)>0\) for \(0<x<n\), and \(W(n)=0\). Here \(n\) counts the intervals; there are \(n+1\) nodes.

## The degree limit in Simpson-type integration

Thermodynamic integration over a coupling parameter is often evaluated from equally spaced samples. Radial integrals in electronic structure are often evaluated on a logarithmic grid, which is equally spaced in a mapped variable; polynomial degree then refers to the integrand in that variable, Jacobian included. For a single one-dimensional panel with an even number of intervals and both endpoints included, the result limits the polynomial degree that any choice of weights can reach.

Simpson's rule is the case \(n=2\). A check that expects it to integrate all quartics exactly will fail even when the weights are coded correctly. On \(t\,\Pi(t)=t^2(t-1)(t-2)\) the rule returns 0, while the integral over \([0,2]\) is \(-4/15\).

## Lobes of alternating sign and a test polynomial

**Shift.** The products \(\Pi(t+1)=(t+1)t\cdots(t+1-n)\) and \(\Pi(t)=t(t-1)\cdots(t-n)\) share all but one factor each, so

\[
(t-n)\,\Pi(t+1)=(t+1)\,\Pi(t).
\]

**Signs.** On \((0,1)\) the factor \(t\) is positive and the other \(n\) factors are negative. Since \(n\) is even, \(\Pi>0\) there. Replacing \(t\) by \(t-1\) in the shift relation gives

\[
(n+1-t)\,\Pi(t)=-t\,\Pi(t-1).
\]

For \(0<t<n\) both \(n+1-t\) and \(t\) are positive, so the sign flips from each interval to the next: \((-1)^k\Pi>0\) on \((k,k+1)\) for \(0\le k<n\).

**Neighbouring lobes.** Let \(k\) be even with \(2k+4\le n\), and let \(k<t<k+1\). The shift relation gives

\[
(n-t)\,[\Pi(t)+\Pi(t+1)]=(n-2t-1)\,\Pi(t)>0,
\]

because \(n-2t-1>n-2k-3\ge 1\). Dividing by \(n-t>0\) and integrating over \([k,k+1]\) yields \(W(k+2)>W(k)\). Starting from \(W(0)=0\), we get \(W\ge 0\) at every even node up to \(n/2\).

**Reflection.** Reversing the order of the factors gives \(\Pi(n-t)=(-1)^{n+1}\Pi(t)=-\Pi(t)\). Hence

\[
W(n)-W(n-x)=\int_0^x\Pi(n-t)\,dt=-W(x).
\]

Setting \(x=n\) gives \(W(n)=-W(n)\), so \(W(n)=0\), and then \(W(n-x)=W(x)\).

**Positivity between nodes.** Take \(0<x\le n/2\) and the integer \(k\) with \(k<x\le k+1\).

- If \(k\) is even, \(\Pi>0\) on \((k,x)\), so \(W(x)>W(k)\ge 0\).
- If \(k\) is odd, \(\Pi<0\) on \((x,k+1)\), so \(W(x)\ge W(k+1)>W(k-1)\ge 0\).

Reflection carries this to the right half.

**The contradiction.** The polynomial \(P(t)=t\,\Pi(t)\) has degree \(n+2\) and vanishes at every node, so every rule returns 0 for it. Integration by parts gives

\[
\int_0^n t\,\Pi(t)\,dt=\bigl[t\,W(t)\bigr]_0^n-\int_0^n W(t)\,dt=-\int_0^n W(t)\,dt<0 .
\]

No choice of weights can reproduce this value.

## The Lean proof

```lean
import Mathlib

open Polynomial
open Finset (range prod_congr prod_const card_range prod_mul_distrib prod_range_succ
  prod_range_succ')

namespace NewtonCotesExactness

noncomputable section

/-- The node product `t (t - 1) ⋯ (t - n)` of the equally spaced nodes `0, …, n`. -/
def nodeProd (n : ℕ) (t : ℝ) : ℝ := ∏ j ∈ range (n + 1), (t - (j : ℝ))

/-- The integral of the node product from `0` to `x`. -/
def nodeIntegral (n : ℕ) (x : ℝ) : ℝ := ∫ t in (0 : ℝ)..x, nodeProd n t

/-- The node product is a continuous function of position. -/
theorem nodeProd_cont (n : ℕ) : Continuous (nodeProd n) := by
  unfold nodeProd
  fun_prop

/-- Differences of `nodeIntegral` are integrals of the node product. -/
theorem nodeIntegral_sub (n : ℕ) (a b : ℝ) :
    nodeIntegral n b - nodeIntegral n a = ∫ t in a..b, nodeProd n t :=
  intervalIntegral.integral_interval_sub_left ((nodeProd_cont n).intervalIntegrable _ _)
    ((nodeProd_cont n).intervalIntegrable _ _)

/-- The node product at `t + 1`, multiplied by `t - n`, equals the node product at `t`, multiplied
by `t + 1`. -/
theorem nodeProd_shift (n : ℕ) (t : ℝ) :
    (t - n) * nodeProd n (t + 1) = (t + 1) * nodeProd n t := by
  have e : ∏ j ∈ range n, (t + 1 - ((j + 1 : ℕ) : ℝ)) = ∏ j ∈ range n, (t - (j : ℝ)) :=
    prod_congr rfl fun j _ => by push_cast; ring
  unfold nodeProd
  rw [prod_range_succ', e, prod_range_succ]
  push_cast
  ring

/-- For even `n` the node product has the sign `(-1)^k` between the nodes `k` and `k + 1`,
where `k < n`. -/
theorem nodeProd_sign {n : ℕ} (hn : Even n) (k : ℕ) (hk : k < n) (t : ℝ)
    (h1 : (k : ℝ) < t) (h2 : t < k + 1) : 0 < (-1) ^ k * nodeProd n t := by
  induction k generalizing t with
  | zero =>
    push_cast at h1 h2
    have e : ∏ j ∈ range n, (t - ((j + 1 : ℕ) : ℝ)) = ∏ j ∈ range n, ((j : ℝ) + 1 - t) := by
      calc _ = ∏ j ∈ range n, ((-1) * ((j : ℝ) + 1 - t)) :=
            prod_congr rfl fun j _ => by push_cast; ring
        _ = _ := by rw [prod_mul_distrib, prod_const, card_range, hn.neg_one_pow, one_mul]
    unfold nodeProd
    rw [prod_range_succ', e, pow_zero, one_mul, Nat.cast_zero, sub_zero]
    refine mul_pos (Finset.prod_pos fun j _ => ?_) h1
    have : (0 : ℝ) ≤ j := Nat.cast_nonneg j
    linarith
  | succ k ih =>
    push_cast at h1 h2
    have hA := ih (by omega) (t - 1) (by linarith) (by linarith)
    have hs := nodeProd_shift n (t - 1)
    rw [sub_add_cancel] at hs
    have hkn : (k : ℝ) + 1 + 1 ≤ n := by exact_mod_cast hk
    have hk0 : (0 : ℝ) ≤ k := Nat.cast_nonneg k
    refine (mul_pos_iff_of_pos_left (by linarith : 0 < (n : ℝ) + 1 - t)).1 ?_
    have e : ((n : ℝ) + 1 - t) * ((-1) ^ (k + 1) * nodeProd n t)
        = t * ((-1) ^ k * nodeProd n (t - 1)) := by
      rw [pow_succ]
      linear_combination (-1) ^ k * hs
    rw [e]
    exact mul_pos (by linarith) hA

/-- For even `n` the integral of the node product over the last stretch of length `x` of `[0, n]`
is minus that over the first. -/
theorem nodeIntegral_reflect {n : ℕ} (hn : Even n) (x : ℝ) :
    nodeIntegral n n - nodeIntegral n (n - x) = -nodeIntegral n x := by
  have h : ∀ t : ℝ, nodeProd n ((n : ℝ) - t) = -nodeProd n t := by
    intro t
    unfold nodeProd
    calc _ = ∏ j ∈ range (n + 1), ((n : ℝ) - t - ((n + 1 - 1 - j : ℕ) : ℝ)) :=
          (Finset.prod_range_reflect (fun j : ℕ => (n : ℝ) - t - (j : ℝ)) (n + 1)).symm
      _ = ∏ j ∈ range (n + 1), ((-1) * (t - (j : ℝ))) := prod_congr rfl fun j hj => by
          have hj' : j ≤ n := Nat.lt_succ_iff.1 (Finset.mem_range.1 hj)
          rw [Nat.add_sub_cancel, Nat.cast_sub hj']
          ring
      _ = _ := by
          rw [prod_mul_distrib, prod_const, card_range, pow_succ, hn.neg_one_pow]
          ring
  have hi := intervalIntegral.integral_comp_sub_left (a := 0) (b := x) (nodeProd n) (n : ℝ)
  simp only [h, intervalIntegral.integral_neg, sub_zero] at hi
  rw [nodeIntegral_sub]
  exact hi.symm

/-- For even `n`, `nodeIntegral` grows from an even node `k` to `k + 2`, as long as `k + 2` does
not pass the midpoint `n / 2`. -/
theorem nodeIntegral_step {n k : ℕ} (hn : Even n) (hk : Even k) (h : 2 * k + 4 ≤ n) :
    nodeIntegral n k < nodeIntegral n (k + 2) := by
  have hc := nodeProd_cont n
  have hc2 : Continuous fun t : ℝ => nodeProd n (t + 1) :=
    hc.comp (continuous_id.add continuous_const)
  have hkn : 2 * (k : ℝ) + 4 ≤ n := by exact_mod_cast h
  have hk0 : (0 : ℝ) ≤ k := Nat.cast_nonneg k
  -- each positive lobe outweighs the negative lobe that follows, point by point
  have hpos : 0 < ∫ t in (k : ℝ)..(k + 1), (nodeProd n t + nodeProd n (t + 1)) := by
    refine intervalIntegral.intervalIntegral_pos_of_pos_on
      ((hc.add hc2).intervalIntegrable _ _) (fun t ht => ?_) (by linarith)
    have hf := nodeProd_sign hn k (by omega) t ht.1 ht.2
    rw [hk.neg_one_pow, one_mul] at hf
    have h2 := ht.2
    refine (mul_pos_iff_of_pos_left (by linarith : 0 < (n : ℝ) - t)).1 ?_
    have e : ((n : ℝ) - t) * (nodeProd n t + nodeProd n (t + 1))
        = (n - 2 * t - 1) * nodeProd n t := by
      linear_combination -nodeProd_shift n t
    rw [e]
    exact mul_pos (by linarith) hf
  rw [intervalIntegral.integral_add (hc.intervalIntegrable _ _) (hc2.intervalIntegrable _ _),
    intervalIntegral.integral_comp_add_right (nodeProd n) (1 : ℝ), ← nodeIntegral_sub,
    ← nodeIntegral_sub, show (k : ℝ) + 1 + 1 = k + 2 by ring] at hpos
  linarith

/-- For even `n` the integral of `t (t - 1) ⋯ (t - n)` from `0` to `x` is positive for
`0 < x < n` and vanishes at `x = n`. -/
theorem nodeIntegral_pos_and_end {n : ℕ} (hn : Even n) :
    (∀ x : ℝ, 0 < x → x < n → 0 < nodeIntegral n x) ∧ nodeIntegral n n = 0 := by
  have hc := nodeProd_cont n
  have h0 : nodeIntegral n 0 = 0 := by simp [nodeIntegral]
  have hend := nodeIntegral_reflect hn n
  rw [sub_self, h0] at hend
  have heven : ∀ i : ℕ, 4 * i ≤ n → 0 ≤ nodeIntegral n ((2 * i : ℕ) : ℝ) := by
    intro i
    induction i with
    | zero => intro _; simp [h0]
    | succ i ih =>
      intro hi
      have h1 := ih (by omega)
      have h2 := nodeIntegral_step hn (even_two_mul i) (by omega)
      rw [show ((2 * (i + 1) : ℕ) : ℝ) = ((2 * i : ℕ) : ℝ) + 2 by push_cast; ring]
      linarith
  obtain ⟨m, hm⟩ := id hn
  have hmR : (n : ℝ) = m + m := by exact_mod_cast hm
  -- left half: compare with the nearest even node
  have half : ∀ x : ℝ, 0 < x → x ≤ m → 0 < nodeIntegral n x := by
    intro x hx hxm
    obtain ⟨k, hk⟩ := Nat.exists_eq_succ_of_ne_zero (Nat.ceil_pos.2 hx).ne'
    have hkm : ⌈x⌉₊ ≤ m := Nat.ceil_le.2 hxm
    have hu := Nat.le_ceil x
    have hl := Nat.ceil_lt_add_one hx.le
    rw [hk] at hkm hu hl
    push_cast at hu hl
    have hkx : (k : ℝ) < x := by linarith
    rcases Nat.even_or_odd' k with ⟨i, hi | hi⟩
    · have h1 := heven i (by omega)
      rw [← hi] at h1
      have h2 : 0 < ∫ t in (k : ℝ)..x, nodeProd n t := by
        refine intervalIntegral.intervalIntegral_pos_of_pos_on
          (hc.intervalIntegrable _ _) (fun t ht => ?_) hkx
        have hf := nodeProd_sign hn k (by omega) t ht.1 (lt_of_lt_of_le ht.2 hu)
        rwa [Even.neg_one_pow ⟨i, by omega⟩, one_mul] at hf
      rw [← nodeIntegral_sub] at h2
      linarith
    · have h1 := heven i (by omega)
      have h2 := nodeIntegral_step hn (even_two_mul i) (by omega)
      rw [show ((2 * i : ℕ) : ℝ) + 2 = k + 1 by rw [hi]; push_cast; ring] at h2
      rcases eq_or_lt_of_le hu with h | h
      · rw [h]
        linarith
      · have h3 : 0 < ∫ t in x..((k : ℝ) + 1), -nodeProd n t := by
          refine intervalIntegral.intervalIntegral_pos_of_pos_on
            (hc.neg.intervalIntegrable _ _) (fun t ht => ?_) h
          have hf := nodeProd_sign hn k (by omega) t (hkx.trans ht.1) ht.2
          rwa [Odd.neg_one_pow ⟨i, hi⟩, neg_one_mul] at hf
        rw [intervalIntegral.integral_neg, ← nodeIntegral_sub] at h3
        linarith
  refine ⟨fun x hx hxn => ?_, by linarith⟩
  rcases le_total x m with h | h
  · exact half x hx h
  · have h1 := half (n - x) (by linarith) (by linarith)
    have h2 := nodeIntegral_reflect hn x
    linarith

/-- For even `n > 0`, no real weights on the nodes `0, …, n` integrate all real polynomials of
degree at most `n + 2` exactly over `[0, n]`. -/
theorem not_exact_add_two {n : ℕ} (hn : Even n) (h0 : 0 < n) :
    ¬ ∃ w : Fin (n + 1) → ℝ, ∀ p : ℝ[X], p.natDegree ≤ n + 2 →
      ∑ j, w j * p.eval ((j : ℕ) : ℝ) = ∫ t in (0 : ℝ)..(n : ℝ), p.eval t := by
  rintro ⟨w, h⟩
  -- the test polynomial `t · t (t - 1) ⋯ (t - n)` vanishes at every node
  obtain ⟨P, hP, hd⟩ : ∃ P : ℝ[X], (∀ t, P.eval t = t * nodeProd n t) ∧ P.natDegree ≤ n + 2 := by
    refine ⟨X * ∏ j ∈ range (n + 1), (X - C (j : ℝ)),
      fun t => by simp [nodeProd, eval_prod], natDegree_mul_le.trans ?_⟩
    rw [natDegree_X, natDegree_prod_of_monic _ _ fun j _ => monic_X_sub_C _]
    simp only [natDegree_X_sub_C, Finset.sum_const, card_range, smul_eq_mul, mul_one]
    omega
  have hz : ∀ j : Fin (n + 1), nodeProd n ((j : ℕ) : ℝ) = 0 := fun j =>
    Finset.prod_eq_zero (Finset.mem_range.2 j.2) (sub_self _)
  have e := h P hd
  simp only [hP, hz, mul_zero, Finset.sum_const_zero] at e
  -- integration by parts turns its integral into minus that of `nodeIntegral`
  have hW : ∀ x : ℝ, HasDerivAt (nodeIntegral n) (nodeProd n x) x :=
    fun x => ((nodeProd_cont n).integral_hasStrictDerivAt 0 x).hasDerivAt
  have hWc : Continuous (nodeIntegral n) :=
    continuous_iff_continuousAt.2 fun x => (hW x).continuousAt
  have hcX : Continuous fun t : ℝ => t * nodeProd n t := continuous_id.mul (nodeProd_cont n)
  have hparts : ∫ x in (0 : ℝ)..(n : ℝ), (nodeIntegral n x + x * nodeProd n x)
      = n * nodeIntegral n n - 0 * nodeIntegral n 0 :=
    intervalIntegral.integral_eq_sub_of_hasDerivAt (f := fun x => x * nodeIntegral n x)
      (fun x _ => ((hasDerivAt_id' x).fun_mul (hW x)).congr_deriv (by ring))
      ((hWc.add hcX).intervalIntegrable _ _)
  rw [intervalIntegral.integral_add (hWc.intervalIntegrable _ _) (hcX.intervalIntegrable _ _),
    (nodeIntegral_pos_and_end hn).2, ← e] at hparts
  have hpos : 0 < ∫ x in (0 : ℝ)..(n : ℝ), nodeIntegral n x :=
    intervalIntegral.intervalIntegral_pos_of_pos_on (hWc.intervalIntegrable _ _)
      (fun x hx => (nodeIntegral_pos_and_end hn).1 x hx.1 hx.2) (by exact_mod_cast h0)
  linarith

end

end NewtonCotesExactness
```

```lean
#print axioms NewtonCotesExactness.not_exact_add_two
```

```
'NewtonCotesExactness.not_exact_add_two' depends on axioms: [propext, Classical.choice, Quot.sound]
```

## Reading the theorems and applying them to a grid

In the file \(\Pi\) is `nodeProd n` and \(W\) is `nodeIntegral n`. The index set `range (n + 1)` is \(0,\dots,n\). The theorem `nodeIntegral_pos_and_end` states the two properties of \(W\) for every even \(n\); at \(n=0\) its positivity part is empty.

In `not_exact_add_two` a rule is a function `w : Fin (n + 1) → ℝ`, so negative weights are allowed. The polynomials are elements of `ℝ[X]` with `p.natDegree ≤ n + 2`, and one set of weights has to serve all of them. The hypothesis `0 < n` excludes the interval of zero length, where weight 0 is exact.

The lemmas follow the derivation:

- `nodeProd_cont` supplies integrability, and `nodeIntegral_sub` writes differences of \(W\) as integrals of \(\Pi\).
- `nodeProd_shift` is the shift relation, and `nodeProd_sign` obtains the signs from it by induction on \(k\).
- `nodeIntegral_reflect` is the reflection identity.
- `nodeIntegral_step` compares neighbouring lobes. Its `linear_combination` verifies the identity multiplied by \(n-t\), and `mul_pos_iff_of_pos_left` removes that positive factor.
- `nodeIntegral_pos_and_end` finds \(k\) by rounding \(x\) up and splits on its parity.
- `not_exact_add_two` builds \(P\) and gets the integration by parts, `hparts`, from the derivative of \(x\,W(x)\).

The theorem gives an upper limit only. That the Newton–Cotes weights for even \(n\) do reach degree \(n+1\) is a standard companion fact, which needs its own proof. Odd \(n\) and error estimates for general smooth integrands are likewise separate questions.

A code works on a panel \([a,a+nh]\) with spacing \(h>0\), whereas the theorem is stated for \([0,n]\). The substitution \(s=a+ht\) connects the two: it preserves polynomial degree and multiplies the weights by \(h\). This change of variable is the step left to the reader.
